# A zero-free fugacity disc for the hard-core lattice gas on graphs of bounded degree

## Particles that block their neighbours

Molecules adsorb on a surface with fixed binding sites, and each is so large that an occupied site keeps the adjacent sites empty. In the grand canonical ensemble every particle contributes a factor z, the fugacity, and the partition function Z is the sum of z^(number of particles) over all allowed configurations. The pressure and the density follow from log Z.

For z > 0 every term is positive and Z cannot vanish. At low density, however, one expands log Z in powers of z, and this series converges only up to the complex zero of Z nearest to the origin. As the surface grows, Z becomes a polynomial of higher degree with more zeros. The question is whether they stay away from the origin by a distance that does not depend on the size of the surface.

They do if every site has at most D neighbours, with D ≥ 1: Z has no zero with

|z| ≤ D^D/(D+1)^(D+1).

For the square lattice, D = 4 and the radius is 256/3125 ≈ 0.082.

The same Z is the grand canonical partition function of spinless fermions or hard-core bosons on a lattice, with no hopping and with infinite repulsion between adjacent sites as the only interaction between different sites. The result bears on quantum statistical mechanics in that static case.

## The statement in Lean's terms

The sites are the elements of a type `V`, and `G : SimpleGraph V` joins the sites that exclude each other. An allowed configuration is an independent set, `G.IsIndepSet`: no two of its sites are adjacent. For a finite region Λ and site fugacities z_v, `partitionFunction G z Λ` is

Z(Λ) = Σ_S ∏_{v ∈ S} z_v,

where S runs over the independent subsets of Λ. The empty configuration counts with weight 1, and sites outside Λ are empty, which is a free boundary.

The theorem `independence_sum_ne_zero` takes a finite `V`, a natural number D with `1 ≤ D`, the degree bound `hdeg`, and one complex z in the closed disc. It concludes that the sum of `z ^ S.card` over all independent sets is nonzero.

The theorem `lower_bound_of_degree_le` is stronger. It lets the fugacity vary from site to site within the disc, as it does when binding energies differ, and gives

|Z(Λ)| ≥ (D/(D+1))^|Λ|,

where |Λ| is the number of sites. Here `V` may be infinite. `G.LocallyFinite` requires only that each site has finitely many neighbours, so Λ may be a finite piece of an infinite lattice.

The theorems concern Z for finite regions; the infinite-volume limit of log Z/|Λ| is not taken. The model simplifies a real adsorbate: it replaces the finite, distance-dependent repulsion by strict exclusion between adjacent sites, and it leaves out attraction and any interaction at longer range.

## Adding one site

Let N(v) be the set of neighbours of v, and let v lie outside Λ. In a configuration on Λ ∪ {v}, either v is empty, and the rest is any configuration on Λ, or v is occupied, and the rest avoids N(v). Hence

Z(Λ ∪ {v}) = Z(Λ) + z_v Z(Λ \ N(v)).   (1)

The left side can vanish only if the second term cancels the first, so it is enough to keep the second smaller in modulus. Suppose that there are real weights r_v < 1 with

|z_v| ≤ r_v ∏_{w ∈ N(v)} (1 − r_w) for every v.   (2)

The product is positive and the left side is not negative, so r_v ≥ 0. The claim is that, for v outside Λ,

|Z(Λ ∪ {v})| ≥ (1 − r_v) |Z(Λ)|.   (3)

Assume (3) for all proper subsets of Λ. Let a_1, …, a_k be the neighbours of v that lie in Λ, and put Λ_0 = Λ and Λ_j = Λ \ {a_1, …, a_j}. For j ≥ 1, Λ_j is a proper subset of Λ, and adding a_j to it gives Λ_{j−1}. The assumption therefore yields

(1 − r_{a_j}) |Z(Λ_j)| ≤ |Z(Λ_{j−1})|.

Chaining these k inequalities gives

∏_{j=1}^{k} (1 − r_{a_j}) |Z(Λ \ N(v))| ≤ |Z(Λ)|.

Neighbours of v outside Λ would add factors between 0 and 1 on the left, so the inequality also holds with the product over all of N(v). With (2),

|z_v Z(Λ \ N(v))| ≤ r_v ∏_{w ∈ N(v)} (1 − r_w) |Z(Λ \ N(v))| ≤ r_v |Z(Λ)|.

The triangle inequality applied to (1) now gives (3). If v has no neighbour in Λ, the chain is empty and the argument still holds.

## From one site to the disc

The empty region has Z = 1. Building Λ site by site with (3) gives

|Z(Λ)| ≥ ∏_{v ∈ Λ} (1 − r_v) > 0.   (4)

Now take all weights equal to r = 1/(D+1), which maximises r(1 − r)^D. Since v has at most D neighbours and 1 − r = D/(D+1) is below 1, the right side of (2) is at least

(1/(D+1)) (D/(D+1))^D = D^D/(D+1)^(D+1).

Every fugacity in the disc therefore satisfies (2), and (4) becomes the bound (D/(D+1))^|Λ|.

## How far the disc could grow

On the complete graph with D+1 sites every degree is D and at most one particle fits, so Z = 1 + (D+1)z. This vanishes at z = −1/(D+1). A closed disc that is free of zeros for all graphs of degree at most D must therefore have a radius below 1/(D+1). The radius obtained here is smaller than that by the factor (D/(D+1))^D, which lies between 1/e and 1/2. For some D the radius cannot even come close to 1/(D+1): at D = 2 the ring of four sites has Z = 1 + 4z + 2z², with a zero at z = −1 + 1/√2 ≈ −0.293, closer to the origin than −1/3.

## An isolated site at D = 0

The condition D ≥ 1 excludes a real failure. At D = 0 the formula for the radius gives 1, with 0^0 = 1. A single isolated site has Z = 1 + z, which vanishes at z = −1, on the edge of the disc. The example rules out only the closed disc: without edges, Z = (1 + z)^n on n sites, which has no zero with |z| < 1.

## The Lean file

```lean
import Mathlib

open Finset
open scoped Classical

namespace HardCoreGas

noncomputable section

variable {V : Type*}

/-- The partition function of the hard-core gas in a finite region `Λ`: the sum over sets of
occupied sites with no two adjacent, each weighted by the product of its site fugacities. -/
def partitionFunction (G : SimpleGraph V) (z : V → ℂ) (Λ : Finset V) : ℂ :=
  ∑ S ∈ Λ.powerset.filter (fun S : Finset V => G.IsIndepSet (S : Set V)), ∏ v ∈ S, z v

/-- The empty region has partition function one. -/
theorem partitionFunction_empty (G : SimpleGraph V) (z : V → ℂ) :
    partitionFunction G z ∅ = 1 := by
  simp [partitionFunction, Finset.sum_filter, SimpleGraph.IsIndepSet]

/-- Adding a new site `v` to a region: either `v` is empty, or it is occupied and
all its neighbours are excluded. -/
theorem partitionFunction_insert (G : SimpleGraph V) [G.LocallyFinite] (z : V → ℂ)
    {Λ : Finset V} {v : V} (hv : v ∉ Λ) :
    partitionFunction G z (insert v Λ) =
      partitionFunction G z Λ + z v * partitionFunction G z (Λ \ G.neighborFinset v) := by
  -- the configurations compatible with a particle at `v`
  have hset : Λ.powerset.filter
      (fun S : Finset V => G.IsIndepSet ((insert v S : Finset V) : Set V)) =
      (Λ \ G.neighborFinset v).powerset.filter
        (fun S : Finset V => G.IsIndepSet (S : Set V)) := by
    ext t
    rw [mem_filter, mem_filter, mem_powerset, mem_powerset]
    constructor
    · rintro ⟨ht, hi⟩
      refine ⟨fun w hw => ?_, fun a ha b hb hab => ?_⟩
      · rw [mem_sdiff, SimpleGraph.mem_neighborFinset]
        refine ⟨ht hw, hi (mem_coe.2 (mem_insert_self v t))
          (mem_coe.2 (mem_insert_of_mem hw)) ?_⟩
        rintro rfl
        exact hv (ht hw)
      · exact hi (mem_coe.2 (mem_insert_of_mem (mem_coe.1 ha)))
          (mem_coe.2 (mem_insert_of_mem (mem_coe.1 hb))) hab
    · rintro ⟨ht, hi⟩
      have hN : ∀ w ∈ t, ¬ G.Adj v w := fun w hw h =>
        (mem_sdiff.1 (ht hw)).2 ((SimpleGraph.mem_neighborFinset G v w).2 h)
      refine ⟨fun w hw => (mem_sdiff.1 (ht hw)).1, fun a ha b hb hab => ?_⟩
      show ¬ G.Adj a b
      rcases mem_insert.1 (mem_coe.1 ha) with ha | ha <;>
        rcases mem_insert.1 (mem_coe.1 hb) with hb | hb
      · exact absurd (ha.trans hb.symm) hab
      · rw [ha]
        exact hN b hb
      · rw [hb]
        exact fun h => hN a ha h.symm
      · exact hi (mem_coe.2 ha) (mem_coe.2 hb) hab
  unfold partitionFunction
  rw [Finset.sum_filter, Finset.sum_powerset_insert hv, ← Finset.sum_filter,
    ← Finset.sum_filter, hset, Finset.mul_sum]
  congr 1
  refine Finset.sum_congr rfl fun t ht => ?_
  have hvt : v ∉ t := fun h =>
    hv (mem_sdiff.1 (mem_powerset.1 (mem_filter.1 ht).1 h)).1
  rw [Finset.prod_insert hvt]

/-- Let weights `r < 1` satisfy `|z v| ≤ r v * ∏ (1 - r w)`, the product running over the
neighbours `w` of `v`. Then adding a new site `v` shrinks the modulus of the partition function
by no more than the factor `1 - r v`. -/
theorem norm_insert_ge (G : SimpleGraph V) [G.LocallyFinite] (z : V → ℂ) (r : V → ℝ)
    (hr : ∀ v, r v < 1) (hz : ∀ v, ‖z v‖ ≤ r v * ∏ w ∈ G.neighborFinset v, (1 - r w))
    (Λ : Finset V) : ∀ v, v ∉ Λ →
      (1 - r v) * ‖partitionFunction G z Λ‖ ≤ ‖partitionFunction G z (insert v Λ)‖ := by
  have hr0 : ∀ v, 0 ≤ r v := by
    intro v
    by_contra h
    have hp : 0 < ∏ w ∈ G.neighborFinset v, (1 - r w) :=
      Finset.prod_pos fun w _ => by linarith [hr w]
    linarith [mul_neg_of_neg_of_pos (not_le.1 h) hp, norm_nonneg (z v), hz v]
  induction Λ using Finset.strongInduction with
  | H Λ ih =>
    intro v hv
    -- remove the sites of `T` from the region one at a time
    have hrem : ∀ T : Finset V, (∏ w ∈ T, (1 - r w)) * ‖partitionFunction G z (Λ \ T)‖ ≤
        ‖partitionFunction G z Λ‖ := by
      intro T
      induction T using Finset.induction_on with
      | empty => simp
      | insert a T ha ihT =>
        have hP : 0 ≤ ∏ w ∈ T, (1 - r w) :=
          Finset.prod_nonneg fun w _ => by linarith [hr w]
        have hstep : (1 - r a) * ‖partitionFunction G z (Λ \ insert a T)‖ ≤
            ‖partitionFunction G z (Λ \ T)‖ := by
          by_cases haΛ : a ∈ Λ
          · have hins : insert a (Λ \ insert a T) = Λ \ T := by
              ext w
              by_cases hw : w = a
              · subst hw
                simp [haΛ, ha]
              · simp [hw]
            have h := ih (Λ \ insert a T)
              ((Finset.ssubset_iff_of_subset Finset.sdiff_subset).2 ⟨a, haΛ, by simp⟩)
              a (by simp)
            rwa [hins] at h
          · have hsame : Λ \ insert a T = Λ \ T := by
              ext w
              by_cases hw : w = a
              · subst hw
                simp [haΛ]
              · simp [hw]
            rw [hsame]
            linarith [mul_nonneg (hr0 a) (norm_nonneg (partitionFunction G z (Λ \ T)))]
        rw [Finset.prod_insert ha]
        linarith [mul_le_mul_of_nonneg_left hstep hP]
    -- the occupied term is at most `r v` times the empty one
    have hocc : ‖z v * partitionFunction G z (Λ \ G.neighborFinset v)‖ ≤
        r v * ‖partitionFunction G z Λ‖ := by
      rw [norm_mul]
      have h1 := mul_le_mul_of_nonneg_right (hz v)
        (norm_nonneg (partitionFunction G z (Λ \ G.neighborFinset v)))
      have h2 := mul_le_mul_of_nonneg_left (hrem (G.neighborFinset v)) (hr0 v)
      linarith
    rw [partitionFunction_insert G z hv]
    have htri := norm_sub_le (partitionFunction G z Λ +
      z v * partitionFunction G z (Λ \ G.neighborFinset v))
      (z v * partitionFunction G z (Λ \ G.neighborFinset v))
    rw [add_sub_cancel_right] at htri
    linarith

/-- Dobrushin's criterion: if weights `r < 1` satisfy `|z v| ≤ r v * ∏ (1 - r w)` over the
neighbours `w` of each `v`, then `|Z|` is at least the product of `1 - r v` over the region. -/
theorem dobrushin_lower_bound (G : SimpleGraph V) [G.LocallyFinite] (z : V → ℂ) (r : V → ℝ)
    (hr : ∀ v, r v < 1) (hz : ∀ v, ‖z v‖ ≤ r v * ∏ w ∈ G.neighborFinset v, (1 - r w))
    (Λ : Finset V) : ∏ v ∈ Λ, (1 - r v) ≤ ‖partitionFunction G z Λ‖ := by
  induction Λ using Finset.induction_on with
  | empty => simp [partitionFunction_empty]
  | insert v Λ hv ih =>
    rw [Finset.prod_insert hv]
    exact (mul_le_mul_of_nonneg_left ih (by linarith [hr v])).trans
      (norm_insert_ge G z r hr hz Λ v hv)

/-- If all degrees are at most `D ≥ 1` and all site fugacities lie in the disc of radius
`D^D/(D+1)^(D+1)`, then `|Z|` is at least `D/(D+1)` to the power of the number of sites. -/
theorem lower_bound_of_degree_le (G : SimpleGraph V) [G.LocallyFinite] {D : ℕ} (hD : 1 ≤ D)
    (hdeg : ∀ v, G.degree v ≤ D) (z : V → ℂ)
    (hz : ∀ v, ‖z v‖ ≤ (D : ℝ) ^ D / ((D : ℝ) + 1) ^ (D + 1)) (Λ : Finset V) :
    ((D : ℝ) / (D + 1)) ^ Λ.card ≤ ‖partitionFunction G z Λ‖ := by
  have hD0 : (0 : ℝ) < D := by exact_mod_cast hD
  have hne : (D : ℝ) + 1 ≠ 0 := by positivity
  have hq : 1 - 1 / ((D : ℝ) + 1) = D / (D + 1) := by
    rw [eq_div_iff hne, sub_mul, div_mul_cancel₀ _ hne]
    ring
  have hq0 : 0 < (D : ℝ) / (D + 1) := by positivity
  have hr0 : 0 < 1 / ((D : ℝ) + 1) := by positivity
  -- equal weights `1/(D+1)` satisfy the criterion
  have h := dobrushin_lower_bound G z (fun _ => 1 / ((D : ℝ) + 1))
    (fun _ => by linarith) (fun v => by
      calc ‖z v‖ ≤ (D : ℝ) ^ D / ((D : ℝ) + 1) ^ (D + 1) := hz v
        _ = 1 / ((D : ℝ) + 1) * ((D : ℝ) / (D + 1)) ^ D := by
          rw [div_pow, div_mul_div_comm, one_mul, pow_succ']
        _ ≤ 1 / ((D : ℝ) + 1) * ((D : ℝ) / (D + 1)) ^ G.degree v :=
          mul_le_mul_of_nonneg_left
            (pow_le_pow_of_le_one hq0.le (by linarith) (hdeg v)) hr0.le
        _ = 1 / ((D : ℝ) + 1) * ∏ w ∈ G.neighborFinset v, (1 - 1 / ((D : ℝ) + 1)) := by
          rw [Finset.prod_const, SimpleGraph.card_neighborFinset_eq_degree, hq]) Λ
  rwa [Finset.prod_const, hq] at h

/-- On a finite graph with all degrees at most `D ≥ 1`, the sum of `z^|S|` over independent
sets `S` is nonzero for every complex `z` with `|z| ≤ D^D/(D+1)^(D+1)`. -/
theorem independence_sum_ne_zero [Fintype V] (G : SimpleGraph V) [G.LocallyFinite] {D : ℕ}
    (hD : 1 ≤ D) (hdeg : ∀ v, G.degree v ≤ D) (z : ℂ)
    (hz : ‖z‖ ≤ (D : ℝ) ^ D / ((D : ℝ) + 1) ^ (D + 1)) :
    ∑ S ∈ Finset.univ.filter (fun S : Finset V => G.IsIndepSet (S : Set V)),
      z ^ S.card ≠ 0 := by
  have hD0 : (0 : ℝ) < D := by exact_mod_cast hD
  have h := lower_bound_of_degree_le G hD hdeg (fun _ => z) (fun _ => hz) Finset.univ
  have hpos : 0 < ((D : ℝ) / (D + 1)) ^ (Finset.univ : Finset V).card := by positivity
  have hZ : partitionFunction G (fun _ => z) Finset.univ =
      ∑ S ∈ Finset.univ.filter (fun S : Finset V => G.IsIndepSet (S : Set V)),
        z ^ S.card := by
    simp only [partitionFunction, Finset.powerset_univ, Finset.prod_const]
  rw [← hZ]
  exact norm_pos_iff.1 (hpos.trans_le h)

/-- When all sites exclude one another, at most one particle fits, and a region of `n` sites
at uniform fugacity `z` has partition function `1 + n z`. -/
theorem partitionFunction_complete [Fintype V] (z : ℂ) (Λ : Finset V) :
    partitionFunction (⊤ : SimpleGraph V) (fun _ => z) Λ = 1 + (Λ.card : ℂ) * z := by
  induction Λ using Finset.induction_on with
  | empty => simp [partitionFunction_empty]
  | insert v Λ hv ih =>
    have hN : Λ \ (⊤ : SimpleGraph V).neighborFinset v = ∅ := by
      rw [Finset.sdiff_eq_empty_iff_subset]
      intro w hw
      rw [SimpleGraph.mem_neighborFinset, SimpleGraph.top_adj]
      rintro rfl
      exact hv hw
    rw [partitionFunction_insert _ _ hv, hN, partitionFunction_empty, ih,
      Finset.card_insert_of_notMem hv]
    push_cast
    ring

/-- The complete graph on `D + 1` sites has all degrees equal to `D`, and its partition function
vanishes at the uniform fugacity `-1/(D+1)`. -/
theorem complete_graph_zero [Fintype V] {D : ℕ} (hV : Fintype.card V = D + 1) :
    (∀ v, (⊤ : SimpleGraph V).degree v = D) ∧
      partitionFunction (⊤ : SimpleGraph V) (fun _ => -1 / ((D : ℂ) + 1)) Finset.univ = 0 := by
  constructor
  · intro v
    have hN : (⊤ : SimpleGraph V).neighborFinset v = Finset.univ.erase v := by
      ext w
      simp [eq_comm]
    rw [← SimpleGraph.card_neighborFinset_eq_degree, hN,
      Finset.card_erase_of_mem (Finset.mem_univ v), Finset.card_univ, hV, Nat.add_sub_cancel]
  · have hne : (D : ℂ) + 1 ≠ 0 := by exact_mod_cast Nat.succ_ne_zero D
    rw [partitionFunction_complete, Finset.card_univ, hV]
    push_cast
    rw [mul_div_cancel₀ _ hne]
    ring

end

end HardCoreGas
```

```lean
#print axioms HardCoreGas.independence_sum_ne_zero
#print axioms HardCoreGas.complete_graph_zero
```

```
'HardCoreGas.independence_sum_ne_zero' depends on axioms: [propext, Classical.choice, Quot.sound]
'HardCoreGas.complete_graph_zero' depends on axioms: [propext, Classical.choice, Quot.sound]
```

## The induction in Lean

`partitionFunction_insert` is equation (1). Its main part, `hset`, shows that the subsets of Λ that stay independent when v is added are exactly the independent subsets of Λ \ N(v). `Finset.sum_powerset_insert` then splits the sum by whether v is occupied, and the factor z_v comes out of the second part.

`norm_insert_ge` is inequality (3). It first derives r_v ≥ 0 as `hr0`, then runs `Finset.strongInduction` on the region. The removal of neighbours is `hrem`, stated for an arbitrary finite set T and proved by a second induction that adds one site a to T at a time. If a lies in Λ, the outer induction hypothesis applies to the smaller region `Λ \ insert a T`. If it does not, the region is unchanged and the extra factor 1 − r_a only lowers the left side. Taking T = N(v) gives `hocc`, the bound on the occupied term, and `norm_sub_le` supplies the triangle inequality.

`dobrushin_lower_bound` is (4), by induction on the region. The name refers to condition (2) on the weights, and not to Dobrushin's uniqueness condition for Gibbs measures.

In `lower_bound_of_degree_le`, the `calc` block checks (2) for equal weights: it rewrites the radius as r(1 − r)^D, lowers the exponent from D to the degree of v, and writes the power as a product over neighbours. `independence_sum_ne_zero` takes the whole vertex set as the region. There `hZ` identifies the partition function with the explicit sum, whose modulus is bounded below by a positive number.

`partitionFunction_complete` applies (1) repeatedly: on the complete graph an occupied v leaves the empty region, so each new site adds z. `complete_graph_zero` counts the degrees and inserts z = −1/(D+1).
